# For a common radial density, LDA exchange puts the m = 0 density of a p electron below the m = 1 density

**Q:** A boron atom has one electron in its p shell. Without spin-orbit coupling, rotational symmetry makes the states with m = 0 and m = 1 degenerate. Yet I am told that LDA exchange gives them different energies, and that this has been proved formally. Which densities does the proof compare?

**A:** The densities of the complex orbitals with $m=0$ and $m=1$, both with the same radial factor $\rho(r)$. With $t=\cos\theta$, each is $n=\rho(r)\,w(t)$, where $w$ is $4\pi|Y_{1m}|^2$:

$$w_0(t)=3t^2,\qquad w_1(t)=\tfrac32(1-t^2).$$

In Lean these are `densM0` and `densM1`.

```lean
import Mathlib

open MeasureTheory

namespace PShellExchangeSplitting

noncomputable section

/-- Angular factor of the p-shell density with m = 0, as a function of t = cos θ. -/
def densM0 (t : ℝ) : ℝ := 3 * t ^ 2

/-- Angular factor of the p-shell density with m = 1, as a function of t = cos θ. -/
def densM1 (t : ℝ) : ℝ := 3 / 2 * (1 - t ^ 2)
```

**Q:** And the energy? I would object if the angular integral were simply declared to be the exchange energy.

**A:** It isn't. The energy is $E=-C\int n^{4/3}\,d^3r$, where $C$ stands for the exchange constant of the uniform electron gas, including any factor for spin polarisation. The azimuthal integral gives $2\pi$, and since $w$ is even, the integral over $t\in[-1,1]$ is twice that over $[0,1]$. Hence

$$E=-C\int_0^\infty 4\pi r^2\int_0^1(\rho(r)\,w(t))^{4/3}\,dt\,dr .$$

This nested integral is `ldaExchange`; the reduction from three dimensions is built into the definition. Two further definitions name the factors $A[w]=\int_0^1 w^{4/3}dt$ and $I=\int_0^\infty 4\pi r^2\rho^{4/3}dr$.

```lean
/-- Angular exchange integral: the mean of w^(4/3) over t = cos θ in [0,1]. -/
def angularExchange (w : ℝ → ℝ) : ℝ := ∫ t in (0 : ℝ)..1, w t ^ (4 / 3 : ℝ)

/-- Radial exchange integral: the integral of 4πr² ρ(r)^(4/3) over r > 0. -/
def radialExchange (ρ : ℝ → ℝ) : ℝ :=
  ∫ r in Set.Ioi (0 : ℝ), 4 * Real.pi * r ^ 2 * ρ r ^ (4 / 3 : ℝ)

/-- LDA exchange energy, -C times the space integral of n^(4/3), for the axially symmetric
density n = ρ(r) w(cos θ) with w even, so that cos θ runs over [0,1] only. -/
def ldaExchange (C : ℝ) (ρ w : ℝ → ℝ) : ℝ :=
  -C * ∫ r in Set.Ioi (0 : ℝ),
    4 * Real.pi * r ^ 2 * ∫ t in (0 : ℝ)..1, (ρ r * w t) ^ (4 / 3 : ℝ)
```

**Q:** Do the two densities hold the same charge? Otherwise the comparison means little.

**A:** They do, because both angular factors have mean one: $\int_0^1 3t^2dt=1$ and $\int_0^1\frac32(1-t^2)dt=\frac32\cdot\frac23=1$. The charge is then $\int_0^\infty 4\pi r^2\rho\,dr$ in both cases. Lean obtains the two means from a formula for even quartics, proved by differentiating the antiderivative $\alpha t+\frac{\beta}{3}t^3+\frac{\gamma}{5}t^5$. The quartic term is needed later.

```lean
/-- The integral of α + β t² + γ t⁴ over t in [0,1] equals α + β/3 + γ/5. -/
theorem integral_even_quartic (α β γ : ℝ) :
    ∫ t in (0 : ℝ)..1, (α + β * t ^ 2 + γ * t ^ 4) = α + β / 3 + γ / 5 := by
  have hd : ∀ t ∈ Set.uIcc (0 : ℝ) 1,
      HasDerivAt (fun x : ℝ => α * x + β / 3 * x ^ 3 + γ / 5 * x ^ 5)
        (α + β * t ^ 2 + γ * t ^ 4) t := by
    intro t _
    have h := (((hasDerivAt_id' t).const_mul α).fun_add
      ((hasDerivAt_pow 3 t).const_mul (β / 3))).fun_add
      ((hasDerivAt_pow 5 t).const_mul (γ / 5))
    refine h.congr_deriv ?_
    push_cast
    ring
  rw [intervalIntegral.integral_eq_sub_of_hasDerivAt hd
    (Continuous.intervalIntegrable (by fun_prop) _ _)]
  ring

/-- The angular factors `densM0` and `densM1` both have mean one over t in [0,1]. -/
theorem equal_charge :
    (∫ t in (0 : ℝ)..1, densM0 t) = 1 ∧ (∫ t in (0 : ℝ)..1, densM1 t) = 1 := by
  constructor
  · have h : ∀ t, densM0 t = 0 + 3 * t ^ 2 + 0 * t ^ 4 := by
      intro t
      rw [densM0]
      ring
    simp_rw [h]
    rw [integral_even_quartic]
    norm_num
  · have h : ∀ t, densM1 t = 3 / 2 + (-3 / 2) * t ^ 2 + 0 * t ^ 4 := by
      intro t
      rw [densM1]
      ring
    simp_rw [h]
    rw [integral_even_quartic]
    norm_num
```

**Q:** Then show me the angular integral for $m=0$.

**A:** For $t\ge0$ we have $(3t^2)^{4/3}=3^{4/3}t^{8/3}$, so

$$A[w_0]=3^{4/3}\int_0^1t^{8/3}dt=3^{4/3}\cdot\frac{3}{11}=\frac{3^{7/3}}{11}\approx1.180 .$$

In the proof, `h` rewrites the integrand, `integral_rpow` integrates the power, and `h3` absorbs the factor 3 into the exponent.

```lean
/-- The angular exchange integral of the m = 0 density equals 3^(7/3)/11. -/
theorem angularExchange_m0 : angularExchange densM0 = 3 ^ (7 / 3 : ℝ) / 11 := by
  have h : ∀ t ∈ Set.uIcc (0 : ℝ) 1,
      densM0 t ^ (4 / 3 : ℝ) = 3 ^ (4 / 3 : ℝ) * t ^ (8 / 3 : ℝ) := by
    intro t ht
    rw [Set.uIcc_of_le zero_le_one] at ht
    rw [densM0, Real.mul_rpow (by norm_num) (sq_nonneg t), ← Real.rpow_natCast t 2,
      ← Real.rpow_mul ht.1]
    norm_num
  have hI : angularExchange densM0
      = ∫ t in (0 : ℝ)..1, (3 : ℝ) ^ (4 / 3 : ℝ) * t ^ (8 / 3 : ℝ) :=
    intervalIntegral.integral_congr h
  have h3 : (3 : ℝ) ^ (7 / 3 : ℝ) = 3 ^ (4 / 3 : ℝ) * 3 := by
    rw [show (7 / 3 : ℝ) = 4 / 3 + 1 by norm_num, Real.rpow_add (by norm_num), Real.rpow_one]
  rw [hI, intervalIntegral.integral_const_mul, integral_rpow (Or.inl (by norm_num)), h3,
    Real.one_rpow, Real.zero_rpow (by norm_num)]
  ring
```

**Q:** The $m=1$ integral has no such simple antiderivative. What replaces it?

**A:** An upper bound, which is enough for the ordering. Put $x=w_1^{1/3}\ge0$ and $k=(6/5)^{1/3}$. Then

$$x^6+2k^3x^3-3k^2x^4=x^3(x-k)^2(x+2k)\ge0,$$

so $3k^2w_1^{4/3}\le w_1^2+2k^3w_1$ at every $t$. The right-hand side is a polynomial in $t$. Its integral needs

$$\int_0^1w_1^2\,dt=\tfrac94\left(1-\tfrac23+\tfrac15\right)=\tfrac65=k^3,\qquad \int_0^1w_1\,dt=1 .$$

Therefore $3k^2A[w_1]\le k^3+2k^3=3k^3$, and dividing by $3k^2$ gives $A[w_1]\le k\approx1.063$.

The Lean proof takes the same route. `root` supplies $x$ with its third and fourth powers, and `generalize` keeps only $k>0$ and $k^3=6/5$. The pointwise inequality is `hpt`, with the polynomial written out as $\frac{117}{20}-\frac{81}{10}t^2+\frac94t^4$. Continuity makes both sides integrable, `integral_mono_on` integrates the inequality, and the last line cancels $3k^2$.

```lean
/-- The angular exchange integral of the m = 1 density is at most (6/5)^(1/3). -/
theorem angularExchange_m1_le : angularExchange densM1 ≤ (6 / 5 : ℝ) ^ (1 / 3 : ℝ) := by
  -- real cube roots, with their third and fourth powers
  have root : ∀ y : ℝ, 0 ≤ y → ∃ x : ℝ, 0 ≤ x ∧ x ^ 3 = y ∧ x ^ 4 = y ^ (4 / 3 : ℝ) := by
    intro y hy
    refine ⟨y ^ (1 / 3 : ℝ), Real.rpow_nonneg hy _, ?_, ?_⟩
    · rw [← Real.rpow_natCast, ← Real.rpow_mul hy]
      norm_num
    · rw [← Real.rpow_natCast, ← Real.rpow_mul hy]
      norm_num
  have hk : 0 < (6 / 5 : ℝ) ^ (1 / 3 : ℝ) := Real.rpow_pos_of_pos (by norm_num) _
  have hk3 : ((6 / 5 : ℝ) ^ (1 / 3 : ℝ)) ^ 3 = 6 / 5 := by
    rw [← Real.rpow_natCast, ← Real.rpow_mul (by norm_num)]
    norm_num
  generalize (6 / 5 : ℝ) ^ (1 / 3 : ℝ) = k at hk hk3 ⊢
  -- pointwise tangent bound 3k²x⁴ ≤ x⁶ + 2k³x³ with x³ the angular density
  have hpt : ∀ t ∈ Set.Icc (0 : ℝ) 1, 3 * k ^ 2 * densM1 t ^ (4 / 3 : ℝ)
      ≤ 117 / 20 + (-81 / 10) * t ^ 2 + 9 / 4 * t ^ 4 := by
    intro t ht
    have hb : 0 ≤ densM1 t := by
      rw [densM1]
      nlinarith [ht.1, ht.2]
    obtain ⟨x, hx, h3, h4⟩ := root _ hb
    have hp : 0 ≤ x ^ 3 * (x - k) ^ 2 * (x + 2 * k) := by positivity
    calc 3 * k ^ 2 * densM1 t ^ (4 / 3 : ℝ) = 3 * k ^ 2 * x ^ 4 := by rw [h4]
      _ ≤ (x ^ 3) ^ 2 + 2 * k ^ 3 * x ^ 3 := by nlinarith [hp]
      _ = 117 / 20 + (-81 / 10) * t ^ 2 + 9 / 4 * t ^ 4 := by
        rw [h3, hk3, densM1]
        ring
  have hc : Continuous densM1 := by
    unfold densM1
    fun_prop
  have hcr : Continuous (fun t => 3 * k ^ 2 * densM1 t ^ (4 / 3 : ℝ)) :=
    continuous_const.mul (hc.rpow_const (fun _ => Or.inr (by norm_num)))
  have hi1 : IntervalIntegrable (fun t => 3 * k ^ 2 * densM1 t ^ (4 / 3 : ℝ)) volume 0 1 :=
    hcr.intervalIntegrable 0 1
  have hi2 : IntervalIntegrable
      (fun t : ℝ => 117 / 20 + (-81 / 10) * t ^ 2 + 9 / 4 * t ^ 4) volume 0 1 :=
    Continuous.intervalIntegrable (by fun_prop) 0 1
  have hm := intervalIntegral.integral_mono_on (zero_le_one' ℝ) hi1 hi2 hpt
  rw [intervalIntegral.integral_const_mul, integral_even_quartic] at hm
  have hm' : 3 * k ^ 2 * angularExchange densM1 ≤ 3 * k ^ 2 * k := by
    rw [angularExchange]
    linarith [hm, hk3, show 3 * k ^ 2 * k = 3 * k ^ 3 by ring]
  exact le_of_mul_le_mul_left hm' (by positivity)
```

**Q:** Is the gap between 1.063 and 1.180 established, or read off from decimals?

**A:** It is established by comparing cubes. Both numbers are positive, and

$$k^3=\frac65<\frac{2187}{1331}=\left(\frac{3^{7/3}}{11}\right)^3,$$

because $6\cdot1331=7986<10935=5\cdot2187$.

```lean
/-- The number (6/5)^(1/3) is strictly less than 3^(7/3)/11. -/
theorem bound_lt_value : (6 / 5 : ℝ) ^ (1 / 3 : ℝ) < 3 ^ (7 / 3 : ℝ) / 11 := by
  have h1 : ((6 / 5 : ℝ) ^ (1 / 3 : ℝ)) ^ 3 = 6 / 5 := by
    rw [← Real.rpow_natCast, ← Real.rpow_mul (by norm_num)]
    norm_num
  have h2 : ((3 : ℝ) ^ (7 / 3 : ℝ)) ^ 3 = 2187 := by
    rw [← Real.rpow_natCast, ← Real.rpow_mul (by norm_num),
      show (7 / 3 : ℝ) * ((3 : ℕ) : ℝ) = ((7 : ℕ) : ℝ) by norm_num, Real.rpow_natCast]
    norm_num
  -- compare the cubes
  refine lt_of_pow_lt_pow_left₀ 3 (by positivity) ?_
  rw [div_pow, h1, h2]
  norm_num
```

**Q:** That settles the angular numbers. How do you get back to the energy?

**A:** For non-negative factors $(\rho w)^{4/3}=\rho^{4/3}w^{4/3}$. At fixed $r$ the factor $\rho^{4/3}$ leaves the inner integral, and $A[w]$ then leaves the outer one, so $E=-C\,I\,A[w]$. In Lean, `Real.mul_rpow` splits the power, and the hypotheses `hρ` and `hw` supply the signs it requires.

```lean
/-- For non-negative radial and angular factors the LDA exchange energy is -C times the
radial exchange integral times the angular one. -/
theorem ldaExchange_factor (C : ℝ) (ρ w : ℝ → ℝ) (hρ : ∀ r, 0 < r → 0 ≤ ρ r)
    (hw : ∀ t ∈ Set.Icc (0 : ℝ) 1, 0 ≤ w t) :
    ldaExchange C ρ w = -C * (radialExchange ρ * angularExchange w) := by
  have h : ∀ r ∈ Set.Ioi (0 : ℝ),
      4 * Real.pi * r ^ 2 * (∫ t in (0 : ℝ)..1, (ρ r * w t) ^ (4 / 3 : ℝ))
        = 4 * Real.pi * r ^ 2 * ρ r ^ (4 / 3 : ℝ) * angularExchange w := by
    intro r hr
    have hi : (∫ t in (0 : ℝ)..1, (ρ r * w t) ^ (4 / 3 : ℝ))
        = ρ r ^ (4 / 3 : ℝ) * angularExchange w := by
      rw [angularExchange, ← intervalIntegral.integral_const_mul]
      refine intervalIntegral.integral_congr (fun t ht => ?_)
      rw [Set.uIcc_of_le zero_le_one] at ht
      exact Real.mul_rpow (hρ r hr) (hw t ht)
    rw [hi]
    ring
  rw [ldaExchange, setIntegral_congr_fun measurableSet_Ioi h, integral_mul_const,
    radialExchange]
```

**Q:** So what exactly is the final statement, and what does it assume about my atom?

**A:** Write $E_0$ and $E_1$ for the energies with $w_0$ and $w_1$. For $C\ge0$, $\rho(r)\ge0$ at all $r>0$, and $I>0$,

$$E_1-E_0=C\,I\,(A[w_0]-A[w_1])\ge C\,I\left(\frac{3^{7/3}}{11}-\left(\frac65\right)^{1/3}\right).$$

This is `splitting_lower_bound`: it inserts the factorisation and the value of $A[w_0]$, then multiplies the bound on $A[w_1]$ by $C\,I\ge0$. If $C>0$, the right-hand side is positive, and `m0_below_m1` concludes $E_0<E_1$.

The radial density need not be normalised or solve any Kohn–Sham equation. The condition $I>0$ excludes a density that vanishes everywhere; since Lean gives a divergent integral the value zero, it also guarantees that $I$ converges.

```lean
/-- For C ≥ 0 and a non-negative radial density with positive radial exchange integral, the
m = 1 exchange energy exceeds the m = 0 one by at least the stated multiple of that integral. -/
theorem splitting_lower_bound (C : ℝ) (ρ : ℝ → ℝ) (hC : 0 ≤ C)
    (hρ : ∀ r, 0 < r → 0 ≤ ρ r) (hI : 0 < radialExchange ρ) :
    C * radialExchange ρ * (3 ^ (7 / 3 : ℝ) / 11 - (6 / 5 : ℝ) ^ (1 / 3 : ℝ))
      ≤ ldaExchange C ρ densM1 - ldaExchange C ρ densM0 := by
  have h0 : ∀ t ∈ Set.Icc (0 : ℝ) 1, 0 ≤ densM0 t := by
    intro t _
    rw [densM0]
    positivity
  have h1 : ∀ t ∈ Set.Icc (0 : ℝ) 1, 0 ≤ densM1 t := by
    intro t ht
    rw [densM1]
    nlinarith [ht.1, ht.2]
  rw [ldaExchange_factor C ρ _ hρ h0, ldaExchange_factor C ρ _ hρ h1, angularExchange_m0]
  have h := mul_le_mul_of_nonneg_left angularExchange_m1_le (mul_nonneg hC hI.le)
  linarith

/-- For C > 0 and a common non-negative radial density with positive radial exchange integral, the m
= 0 density has strictly lower LDA exchange energy than the m = 1 density. -/
theorem m0_below_m1 (C : ℝ) (ρ : ℝ → ℝ) (hC : 0 < C)
    (hρ : ∀ r, 0 < r → 0 ≤ ρ r) (hI : 0 < radialExchange ρ) :
    ldaExchange C ρ densM0 < ldaExchange C ρ densM1 := by
  have h := splitting_lower_bound C ρ hC.le hρ hI
  have hpos := mul_pos (mul_pos hC hI) (sub_pos.mpr bound_lt_value)
  linarith

end

end PShellExchangeSplitting
```

```lean
#print axioms PShellExchangeSplitting.equal_charge
#print axioms PShellExchangeSplitting.m0_below_m1
```

```
'PShellExchangeSplitting.equal_charge' depends on axioms: [propext, Classical.choice, Quot.sound]
'PShellExchangeSplitting.m0_below_m1' depends on axioms: [propext, Classical.choice, Quot.sound]
```

**Q:** My boron atom also has s electrons, and its orbitals relax.

**A:** Neither enters the model. The density is that of the p electron alone, and $n^{4/3}$ is not additive, so adding s electrons of the same spin would change the size of the splitting. The radial factor is frozen and common to both states. Hartree and correlation energies are absent too, so the ordering concerns exchange and not the total energy.

**Q:** Then what should I take from it when I compute a cohesive energy?

**A:** That the shape of the occupied p orbital can matter for the energy of an open-shell reference atom: in this model of a single p electron with a fixed radial density, going from $m=0$ to the complex orbital with $m=1$ already changes the LDA exchange energy. Choosing among the real orbitals $p_x$, $p_y$ and $p_z$ does not, because their densities are rotated copies of the $m=0$ density. It is therefore sensible to state whether the occupied p orbital of the reference atom is real or complex.
